# The partial derivative of p·p with respect to the momentum component p_i is 2p_i

The theorem `hasDerivAt_normSq` concerns a momentum vector p with finitely many real components. It says that if the i-th component is replaced by a variable s and the others are held fixed, the dot product of the resulting vector with itself has derivative 2p_i at s = p_i. No mass or equation of motion enters the statement. The attempt writes the changed vector as p plus a vector whose only possibly nonzero component is s − p_i, in place i. It then expands the dot product as a quadratic polynomial in s − p_i and differentiates that.

The first attempt, which Lean rejects:

```lean
import Mathlib

open Matrix Function

namespace IsokineticThermostat

noncomputable section

/-- Positions or momenta with `n` Cartesian components. -/
abbrev Vec (n : ℕ) := Fin n → ℝ

variable {n : ℕ}

private lemma update_eq (p : Vec n) (i : Fin n) (s : ℝ) :
    update p i s = p + Pi.single i (s - p i) := by
  ext j
  by_cases h : j = i
  · subst h
    simp
  · simp [h]

/-- The momentum gradient of `p·p` has components `2 p_i`. -/
theorem hasDerivAt_normSq (p : Vec n) (i : Fin n) :
    HasDerivAt (fun s => update p i s ⬝ᵥ update p i s) (2 * p i) (p i) := by
  have e : (fun s => update p i s ⬝ᵥ update p i s) =
      fun s => (p ⬝ᵥ p + 2 * p i * (s - p i)) + (s - p i) * (s - p i) := by
    funext s
    simp only [update_eq, add_dotProduct, dotProduct_add, dotProduct_single,
      single_dotProduct, Pi.single_eq_same]
    ring
  rw [e]
  have d := (hasDerivAt_id' (p i)).sub_const (p i)
  refine (((d.const_mul (2 * p i)).const_add (p ⬝ᵥ p)).fun_add (d.fun_mul d)).congr_deriv ?_
  ring

end

end IsokineticThermostat
```

Lean reports:

```
Try this:
  [apply] ring_nf
  
  The `ring` tactic failed to close the goal. Use `ring_nf` to obtain a normal form.
    
  Note that `ring` works primarily in *commutative* rings. If you have a noncommutative ring, abelian group or module, consider using `noncomm_ring`, `abel` or `module` instead.
Main.lean:26:73: error: unsolved goals
n : ℕ
p : Vec n
i : Fin n
s : ℝ
⊢ p ⬝ᵥ p + s * p i + s * (p + Pi.single i (s - p i)) i - p i * (p + Pi.single i (s - p i)) i - p i ^ 2 =
    p ⬝ᵥ p + s ^ 2 - p i ^ 2
Main.lean:29:25: warning: This simp argument is unused:
  Pi.single_eq_same

Hint: Omit it from the simp argument list.
  [apply] simp only [update_eq, add_dotProduct, dotProduct_add, dotProduct_single, single_dotProduct]

Note: This linter can be disabled with `set_option linter.unusedSimpArgs false`
```

What went wrong. The error is in the proof of `e`, the quadratic expansion. The unsolved goal still contains `(p + Pi.single i (s - p i)) i`, the i-th component of a sum of vectors. This is left when `dotProduct_single` evaluates a dot product whose left factor is still the whole sum.

That component equals `s`, but `Pi.single_eq_same` can't show it here: the lemma needs `Pi.single` itself applied to `i`, and here the sum is applied. The linter therefore reports the lemma as unused. `ring` doesn't evaluate components of vectors, so it treats the expression as an unknown number and can't close the goal. The "Try this: ring_nf" message reports the same failure.

The repair adds `Pi.add_apply`, which turns the component of the sum into `p i + Pi.single i (s - p i) i`. Now `Pi.single_eq_same` applies and reduces the second term to `s - p i`, leaving an identity that `ring` proves.

Fix (accepted with no message):

```diff
@@ -27,5 +27,5 @@
     funext s
     simp only [update_eq, add_dotProduct, dotProduct_add, dotProduct_single,
-      single_dotProduct, Pi.single_eq_same]
+      single_dotProduct, Pi.add_apply, Pi.single_eq_same]
     ring
   rw [e]
```
